# The Olsen vector is the only solution of the preconditioned correction equation when \(\langle x,M^{-1}x\rangle\neq 0\)

## Two dimensions

Take the real vectors \(x=(1,0)\) and \(r=(0,1)\) and the matrix
\[
M=\begin{pmatrix}2&1\\1&1\end{pmatrix}.
\]
We look for a correction \(t\) that is orthogonal to \(x\) and for which \(Mt\) equals \(-r\) once its component along \(x\) has been removed. Orthogonality leaves \(t=(0,\tau)\), so \(Mt=(\tau,\tau)\). Removing the first component gives \((0,\tau)=(0,-1)\), hence \(\tau=-1\).

The same vector can be built from two solves with \(M\). Here \(M^{-1}r=(-1,2)\) and \(M^{-1}x=(1,-1)\). The vector \(-M^{-1}r=(1,-2)\) has an unwanted component along \(x\), and subtracting \(M^{-1}x\) cancels it, which again gives \((0,-1)\).

The cancellation works because \(M^{-1}x\) has a component along \(x\). If \(M\) is replaced by the matrix that swaps the two coordinates, then \(M^{-1}x=(0,1)\) has none. Now \(Mt=(\tau,0)\) projects to zero, and no \(\tau\) solves the equation for \(r=(0,1)\), while every \(\tau\) solves it for \(r=0\).

## The general solution and its free coefficient

Write \(\langle u,v\rangle=\sum_i \overline{u_i}\,v_i\), where the bar does nothing for real vectors. Let \(x\) be a unit vector, \(r\) orthogonal to \(x\), and \(M\) invertible. The correction equation asks for \(t\) with
\[
\langle x,t\rangle=0,\qquad (I-xx^*)Mt=-r .
\]

Since \((I-xx^*)v=v-\langle x,v\rangle x\), the second condition gives \(Mt=-r+\varepsilon x\) with \(\varepsilon=\langle x,Mt\rangle\), and therefore
\[
t=-M^{-1}r+\varepsilon M^{-1}x .
\]
Conversely, any scalar \(\varepsilon\) in this formula gives a solution of the projected equation, because
\[
(I-xx^*)(-r+\varepsilon x)=-r+\varepsilon x-\bigl(-\langle x,r\rangle+\varepsilon\langle x,x\rangle\bigr)x=-r .
\]
The projected equation thus leaves one number free. Orthogonality to \(x\) requires
\[
-\langle x,M^{-1}r\rangle+\varepsilon\langle x,M^{-1}x\rangle=0 ,
\]
and if \(\langle x,M^{-1}x\rangle\neq0\) this fixes
\[
\varepsilon=\frac{\langle x,M^{-1}r\rangle}{\langle x,M^{-1}x\rangle}.
\]
The resulting \(t\) is the Olsen vector.

If \(\langle x,M^{-1}x\rangle=0\), then \(M^{-1}x\) can be added to any solution without violating either condition. It is not the zero vector, since \(x\neq0\), so a solution is never unique.

In one dimension \(r\) must vanish, \(\langle x,M^{-1}x\rangle=M^{-1}\) is nonzero, and the formula returns \(t=0\), the only vector orthogonal to \(x\).

In Davidson-type eigensolvers, such as those used for configuration-interaction matrices, an eigenvector of a Hermitian matrix \(A\) is sought. Here \(x\) is the current approximate eigenvector, \(\theta=\langle x,Ax\rangle\) the approximate eigenvalue, \(r=(A-\theta I)x\) the residual, which this choice of \(\theta\) makes orthogonal to \(x\), and \(M\) an approximation to \(A-\theta I\) that is cheap to invert. The correction \(t\) is used to enlarge the subspace from which the next approximate eigenvector is taken. The result concerns a single correction step for a finite matrix in an orthonormal basis, and it says nothing about convergence.

## Vectors, projector and equation in Lean

Vectors are functions `n → 𝕜` on a finite index type, and `RCLike 𝕜` lets the scalars be real or complex.

```lean
import Mathlib

open Matrix

namespace OlsenCorrection

noncomputable section

variable {𝕜 n : Type*} [RCLike 𝕜] [Fintype n] [DecidableEq n]
```

The inner product is written `star x ⬝ᵥ y`, conjugate-linear in the first argument. The matrix `vecMulVec x (star x)` is \(xx^*\).

```lean
/-- The matrix `I - x x*`, which for a unit vector `x` projects onto the orthogonal
complement of `x`. -/
def projector (x : n → 𝕜) : Matrix n n 𝕜 := 1 - vecMulVec x (star x)
```

The correction equation is a predicate on `t` that makes no reference to the Olsen formula, so the main theorem compares two independent descriptions. No symmetry of `M` is required.

```lean
/-- The correction equation with preconditioner `M`: the vector `t` is orthogonal to `x`
and satisfies `(I - x x*) M t = -r`. -/
def SolvesCorrection (M : Matrix n n 𝕜) (x r t : n → 𝕜) : Prop :=
  star x ⬝ᵥ t = 0 ∧ projector x *ᵥ (M *ᵥ t) = -r
```

The coefficient and the vector follow the formulas above. Lean assigns them a value even when the denominator is zero or `M` is singular, and it is the hypotheses of the theorems that give them their meaning.

```lean
/-- The Olsen coefficient `ε = ⟨x, M⁻¹ r⟩ / ⟨x, M⁻¹ x⟩`, meant for invertible `M` with
`⟨x, M⁻¹ x⟩ ≠ 0`. -/
def olsenShift (M : Matrix n n 𝕜) (x r : n → 𝕜) : 𝕜 :=
  (star x ⬝ᵥ M⁻¹ *ᵥ r) / (star x ⬝ᵥ M⁻¹ *ᵥ x)

/-- The Olsen vector `t = -M⁻¹ r + ε M⁻¹ x`, meant for invertible `M` with
`⟨x, M⁻¹ x⟩ ≠ 0`. -/
def olsenVector (M : Matrix n n 𝕜) (x r : n → 𝕜) : n → 𝕜 :=
  -(M⁻¹ *ᵥ r) + olsenShift M x r • (M⁻¹ *ᵥ x)
```

## From the projected equation to uniqueness

The first lemma is the identity \((I-xx^*)v=v-\langle x,v\rangle x\), checked component by component.

```lean
/-- The matrix `I - x x*` acts on a vector `v` by subtracting `⟨x, v⟩ x`. -/
theorem projector_mulVec (x v : n → 𝕜) :
    projector x *ᵥ v = v - (star x ⬝ᵥ v) • x := by
  rw [projector, Matrix.sub_mulVec, Matrix.one_mulVec]
  congr 1
  ext i
  simp only [Matrix.mulVec, dotProduct, Matrix.vecMulVec_apply, Pi.smul_apply,
    smul_eq_mul, Finset.sum_mul]
  exact Finset.sum_congr rfl fun j _ => by ring
```

The next theorem describes all solutions of the projected equation before orthogonality is imposed. Its hypotheses `hx`, `hr` and `hM` say that \(x\) has unit norm, that \(r\) is orthogonal to \(x\), and that \(\det M\) is invertible, which over a field means nonzero. In the forward direction `hMt` is the equation \(Mt=-r+\varepsilon x\), and the `calc` block applies \(M^{-1}\) to it. In the backward direction \(M\) is applied to the proposed vector, and `hr` and `hx` reduce the projection to \(-r\).

```lean
/-- For a unit vector `x`, a residual `r` orthogonal to `x` and an invertible `M`, the
solutions of `(I - x x*) M t = -r` are the vectors `-M⁻¹ r + ε M⁻¹ x` with any scalar `ε`. -/
theorem projected_equation_iff {M : Matrix n n 𝕜} {x r t : n → 𝕜}
    (hx : star x ⬝ᵥ x = 1) (hr : star x ⬝ᵥ r = 0) (hM : IsUnit M.det) :
    projector x *ᵥ (M *ᵥ t) = -r ↔ ∃ ε : 𝕜, t = -(M⁻¹ *ᵥ r) + ε • (M⁻¹ *ᵥ x) := by
  constructor
  · intro h
    rw [projector_mulVec] at h
    -- the projection leaves the component of `M t` along `x` free
    have hMt : M *ᵥ t = -r + (star x ⬝ᵥ M *ᵥ t) • x := sub_eq_iff_eq_add.mp h
    refine ⟨star x ⬝ᵥ M *ᵥ t, ?_⟩
    calc t = M⁻¹ *ᵥ (M *ᵥ t) := by
          rw [Matrix.mulVec_mulVec, Matrix.nonsing_inv_mul _ hM, Matrix.one_mulVec]
      _ = M⁻¹ *ᵥ (-r + (star x ⬝ᵥ M *ᵥ t) • x) := congrArg (fun v => M⁻¹ *ᵥ v) hMt
      _ = -(M⁻¹ *ᵥ r) + (star x ⬝ᵥ M *ᵥ t) • (M⁻¹ *ᵥ x) := by
          rw [Matrix.mulVec_add, Matrix.mulVec_neg, Matrix.mulVec_smul]
  · rintro ⟨ε, rfl⟩
    have hMt : M *ᵥ (-(M⁻¹ *ᵥ r) + ε • (M⁻¹ *ᵥ x)) = -r + ε • x := by
      rw [Matrix.mulVec_add, Matrix.mulVec_neg, Matrix.mulVec_smul, Matrix.mulVec_mulVec,
        Matrix.mulVec_mulVec, Matrix.mul_nonsing_inv _ hM, Matrix.one_mulVec,
        Matrix.one_mulVec]
    rw [hMt, projector_mulVec, dotProduct_add, dotProduct_neg, dotProduct_smul, hr, hx]
    simp
```

The main theorem adds the hypothesis `hd`, that \(\langle x,M^{-1}x\rangle\neq0\). It is an equivalence, so it states both that the Olsen vector is a solution and that every solution is the Olsen vector. A positive definite \(M\) satisfies `hd` automatically; an indefinite one may not, as the coordinate swap showed.

```lean
/-- For a unit vector `x`, a residual `r` orthogonal to `x` and an invertible `M` with
`⟨x, M⁻¹ x⟩ ≠ 0`, a vector solves the correction equation exactly when it is the
Olsen vector. -/
theorem solvesCorrection_iff_eq_olsenVector {M : Matrix n n 𝕜} {x r t : n → 𝕜}
    (hx : star x ⬝ᵥ x = 1) (hr : star x ⬝ᵥ r = 0) (hM : IsUnit M.det)
    (hd : star x ⬝ᵥ M⁻¹ *ᵥ x ≠ 0) :
    SolvesCorrection M x r t ↔ t = olsenVector M x r := by
  rw [SolvesCorrection, projected_equation_iff hx hr hM]
  constructor
  · rintro ⟨ht, ε, rfl⟩
    -- orthogonality to `x` fixes the free coefficient
    rw [dotProduct_add, dotProduct_neg, dotProduct_smul, smul_eq_mul] at ht
    have hε : ε = olsenShift M x r := by
      rw [olsenShift, eq_div_iff hd]
      linear_combination ht
    rw [olsenVector, hε]
  · rintro rfl
    refine ⟨?_, olsenShift M x r, rfl⟩
    have h : star x ⬝ᵥ M⁻¹ *ᵥ r = olsenShift M x r * (star x ⬝ᵥ M⁻¹ *ᵥ x) :=
      (div_eq_iff hd).mp rfl
    rw [olsenVector, dotProduct_add, dotProduct_neg, dotProduct_smul, smul_eq_mul]
    linear_combination (-1 : 𝕜) * h
```

The vector problem has by now become a linear equation for one scalar, and `linear_combination` settles it. After expansion, `ht` reads \(-b+\varepsilon d=0\), where \(b=\langle x,M^{-1}r\rangle\) and \(d=\langle x,M^{-1}x\rangle\). The lemma `eq_div_iff hd` turns the goal \(\varepsilon=b/d\) into \(\varepsilon d=b\); this is where the nonzero denominator is used. The call `linear_combination ht` then subtracts `ht` from the goal, side by side, and leaves an identity that `ring` verifies. The tactic treats \(b\) and \(d\) as opaque scalars and needs no knowledge of the matrices inside them. The converse direction uses the same relation with the factor \(-1\).

## Exactly one solution

The condition on \(\langle x,M^{-1}x\rangle\) is also necessary for uniqueness. In the proof, `h2` is the second solution \(t+M^{-1}x\), available when the inner product vanishes. Assumed uniqueness then forces \(M^{-1}x=0\), hence \(x=0\), which contradicts the unit norm. The other direction is the main theorem.

```lean
/-- For a unit vector `x`, a residual `r` orthogonal to `x` and an invertible `M`, the
correction equation has exactly one solution if and only if `⟨x, M⁻¹ x⟩ ≠ 0`. -/
theorem existsUnique_correction_iff {M : Matrix n n 𝕜} {x r : n → 𝕜}
    (hx : star x ⬝ᵥ x = 1) (hr : star x ⬝ᵥ r = 0) (hM : IsUnit M.det) :
    (∃! t, SolvesCorrection M x r t) ↔ star x ⬝ᵥ M⁻¹ *ᵥ x ≠ 0 := by
  constructor
  · rintro ⟨t, ⟨ht, hPt⟩, huniq⟩ hd
    obtain ⟨ε, hε⟩ := (projected_equation_iff hx hr hM).1 hPt
    -- if `M⁻¹ x` is orthogonal to `x`, adding it gives a second solution
    have h2 : SolvesCorrection M x r (t + M⁻¹ *ᵥ x) :=
      ⟨by rw [dotProduct_add, ht, hd, add_zero],
        (projected_equation_iff hx hr hM).2 ⟨ε + 1, by rw [hε]; module⟩⟩
    have h0 : M⁻¹ *ᵥ x = 0 := by simpa using huniq _ h2
    have hx0 : x = 0 := by
      calc x = M *ᵥ (M⁻¹ *ᵥ x) := by
            rw [Matrix.mulVec_mulVec, Matrix.mul_nonsing_inv _ hM, Matrix.one_mulVec]
        _ = 0 := by rw [h0, Matrix.mulVec_zero]
    simp [hx0] at hx
  · intro hd
    exact ⟨olsenVector M x r, (solvesCorrection_iff_eq_olsenVector hx hr hM hd).2 rfl,
      fun t ht => (solvesCorrection_iff_eq_olsenVector hx hr hM hd).1 ht⟩
```

## The limit of a perfect preconditioner

Suppose that \(M\) is \(A-\theta I\) itself and that \(r=(A-\theta I)x\), where \(\theta\) may now be any scalar for which \(M\) is invertible and \(\langle x,M^{-1}x\rangle\neq0\). Then \(M^{-1}r=x\), so \(\varepsilon=1/\langle x,M^{-1}x\rangle\) and
\[
x+t=\frac{M^{-1}x}{\langle x,M^{-1}x\rangle}.
\]
The vector \(x+t\) points along \((A-\theta I)^{-1}x\), the direction given by one step of shifted inverse iteration. It has unit norm only when \(t=0\): since \(t\) is orthogonal to \(x\), the normalised vector is \((x+t)/\sqrt{1+\lVert t\rVert^2}\).

The Lean statement is multiplied through by \(\langle x,M^{-1}x\rangle\). In its proof `hinv` is the identity \(M^{-1}r=x\), and the remaining rewrites cancel \(x\) against \(-x\) and the scalar against its reciprocal.

```lean
/-- Let `x` be a unit vector and `M = A - θ` invertible with `⟨x, M⁻¹ x⟩ ≠ 0`. The Olsen vector `t`
for the residual `(A - θ) x` satisfies `⟨x, M⁻¹ x⟩ (x + t) = M⁻¹ x`. -/
theorem olsen_eq_inverse_iteration {A : Matrix n n 𝕜} {θ : 𝕜} {x : n → 𝕜}
    (hx : star x ⬝ᵥ x = 1) (hM : IsUnit (A - θ • (1 : Matrix n n 𝕜)).det)
    (hd : star x ⬝ᵥ (A - θ • (1 : Matrix n n 𝕜))⁻¹ *ᵥ x ≠ 0) :
    (star x ⬝ᵥ (A - θ • (1 : Matrix n n 𝕜))⁻¹ *ᵥ x) •
      (x + olsenVector (A - θ • (1 : Matrix n n 𝕜)) x
        ((A - θ • (1 : Matrix n n 𝕜)) *ᵥ x))
      = (A - θ • (1 : Matrix n n 𝕜))⁻¹ *ᵥ x := by
  -- the preconditioned residual is `x` itself
  have hinv : (A - θ • (1 : Matrix n n 𝕜))⁻¹ *ᵥ ((A - θ • (1 : Matrix n n 𝕜)) *ᵥ x) = x := by
    rw [Matrix.mulVec_mulVec, Matrix.nonsing_inv_mul _ hM, Matrix.one_mulVec]
  rw [olsenVector, olsenShift, hinv, hx, add_neg_cancel_left, smul_smul,
    mul_one_div_cancel hd, one_smul]
```

This theorem does not assume that \(r\) is orthogonal to \(x\). That orthogonality holds exactly when \(\theta=\langle x,Ax\rangle\), the Rayleigh quotient, and in that case the main theorem identifies the same \(t\) as the solution of the correction equation.

## The two-dimensional example in Lean

The last theorem returns to the opening matrix. It confirms the four hypotheses of the main theorem for these data and evaluates the Olsen vector as \((0,-1)\). The inverse is supplied explicitly and verified by multiplication, after which each entry is a numerical computation.

```lean
/-- The real matrix `M` with rows `(2, 1)` and `(1, 1)`, with `x = (1, 0)` and `r = (0, 1)`,
meets all hypotheses of the main theorem, and its Olsen vector is `(0, -1)`. -/
theorem olsenVector_witness :
    IsUnit (!![2, 1; 1, 1] : Matrix (Fin 2) (Fin 2) ℝ).det ∧
    star (![1, 0] : Fin 2 → ℝ) ⬝ᵥ ![1, 0] = 1 ∧
    star (![1, 0] : Fin 2 → ℝ) ⬝ᵥ ![0, 1] = 0 ∧
    star (![1, 0] : Fin 2 → ℝ) ⬝ᵥ (!![2, 1; 1, 1] : Matrix (Fin 2) (Fin 2) ℝ)⁻¹ *ᵥ ![1, 0] ≠ 0 ∧
    olsenVector (!![2, 1; 1, 1] : Matrix (Fin 2) (Fin 2) ℝ) ![1, 0] ![0, 1] = ![0, -1] := by
  have hinv : (!![2, 1; 1, 1] : Matrix (Fin 2) (Fin 2) ℝ)⁻¹ = !![1, -1; -1, 2] := by
    apply Matrix.inv_eq_right_inv
    ext i j
    fin_cases i <;> fin_cases j <;> norm_num [Matrix.mul_apply, Fin.sum_univ_two]
  refine ⟨?_, ?_, ?_, ?_, ?_⟩
  · norm_num [Matrix.det_fin_two]
  · simp [dotProduct, Fin.sum_univ_two]
  · simp [dotProduct, Fin.sum_univ_two]
  · rw [hinv]
    simp [Matrix.mulVec, dotProduct, Fin.sum_univ_two]
  · rw [olsenVector, olsenShift, hinv]
    ext i
    fin_cases i <;> norm_num [Matrix.mulVec, dotProduct, Fin.sum_univ_two]

end

end OlsenCorrection
```

```lean
#print axioms OlsenCorrection.solvesCorrection_iff_eq_olsenVector
#print axioms OlsenCorrection.existsUnique_correction_iff
#print axioms OlsenCorrection.olsen_eq_inverse_iteration
```

```
'OlsenCorrection.solvesCorrection_iff_eq_olsenVector' depends on axioms: [propext, Classical.choice, Quot.sound]
'OlsenCorrection.existsUnique_correction_iff' depends on axioms: [propext, Classical.choice, Quot.sound]
'OlsenCorrection.olsen_eq_inverse_iteration' depends on axioms: [propext, Classical.choice, Quot.sound]
```
